# The non-bonding Hückel orbitals of an alternant hydrocarbon number its π atoms minus twice the rank of the starred–unstarred coupling

## Equal sublattices, yet two orbitals at energy α

A π system is alternant if its atoms can be divided into starred and unstarred ones so that only atoms of different kinds are coupled. A Hückel orbital is non-bonding if its energy equals the Coulomb energy $\alpha$ of a single carbon p orbital. I learned to count such orbitals by subtracting the number of unstarred atoms from the number of starred ones. For the allyl radical this gives $2-1=1$, which is right. For square cyclobutadiene it gives $2-2=0$, but the secular equation has two solutions at $\alpha$. What does the subtraction really count, and on which atoms do the non-bonding orbitals sit?

## The difference is a lower bound, and the rank gives the number

Let there be $p$ starred atoms, labelled $i$, and $q$ unstarred atoms, labelled $j$. An orbital has amplitudes $a_i$ on the starred and $b_j$ on the unstarred atoms. The coupling between $i$ and $j$ is $\beta B_{ij}$, where $\beta\neq 0$ is the resonance integral of a reference bond and $B$ is a real $p\times q$ matrix of relative strengths. Write $r$ for the rank of $B$. All atoms have the same Coulomb energy, and overlap is neglected:

$$H=\alpha\,\mathbf 1+\beta\begin{pmatrix}0&B\\B^{T}&0\end{pmatrix}.$$

The number of independent non-bonding orbitals is $p+q-2r$. It is never smaller than $|p-q|$, and it equals $|p-q|$ only when $r$ is as large as the shape of $B$ allows. In cyclobutadiene it is not.

### From the zero-sum rule to the count

At energy $\alpha$ the Hückel equations read

$$\alpha a_i+\beta\sum_j B_{ij}b_j=\alpha a_i,\qquad \alpha b_j+\beta\sum_i B_{ij}a_i=\alpha b_j .$$

The Coulomb terms cancel and $\beta$ can be divided out, which leaves

$$\sum_j B_{ij}b_j=0\ \text{ for every } i,\qquad \sum_i B_{ij}a_i=0\ \text{ for every } j .$$

This is the zero-sum rule: around every atom, the weighted amplitudes of its neighbours add up to zero. In matrix form, $Bb=0$ and $B^{T}a=0$.

The first condition involves only $b$ and the second only $a$. If $(a,b)$ is non-bonding, then so are $(a,0)$ and $(0,b)$, and their sum is the original orbital. An orbital that lives on starred atoms only and also on unstarred atoms only is zero. The non-bonding space is therefore the direct sum of a starred-only part and an unstarred-only part.

The starred-only part is the kernel of $B^{T}$, which acts on vectors with $p$ components. By rank–nullity, and because $B^{T}$ has the same rank as $B$, its dimension is $p-r$. The unstarred-only part is the kernel of $B$ and has dimension $q-r$. Together they give

$$(p-r)+(q-r)=p+q-2r .$$

Neither dimension is negative, so $r\le\min(p,q)$. Since $p+q=|p-q|+2\min(p,q)$,

$$p+q-2r=|p-q|+2\bigl(\min(p,q)-r\bigr)\ \ge\ |p-q|,$$

with equality exactly when $r=\min(p,q)$.

In allyl, $B$ is a column of two ones, so $r=1$. There is one starred-only orbital, with amplitudes $(1,-1)/\sqrt2$ on the end atoms, and no unstarred-only one. In square cyclobutadiene each starred atom is bonded to both unstarred atoms, so

$$B=\begin{pmatrix}1&1\\1&1\end{pmatrix}=\begin{pmatrix}1\\1\end{pmatrix}\begin{pmatrix}1&1\end{pmatrix}.$$

This is a non-zero outer product, with $r=1$. Each sublattice then carries one non-bonding orbital, again with amplitudes $(1,-1)/\sqrt2$. Your subtraction gives the difference between the two sublattice counts, $(p-r)-(q-r)$, and here they cancel.

The Longuet-Higgins rule, after which the main Lean theorem is named, is often quoted as $N-2T$, where $N$ is the number of atoms and $T$ the largest number of double bonds in any resonance structure. The count here uses the rank instead. For cyclobutadiene $T=2$ would give zero, while the rank gives two.

### Two places to be careful

It is the starred-only orbitals that belong to $B^{T}$, although the rows of $B$ are labelled by starred atoms. If the two kernels are interchanged, the total $p+q-2r$ comes out the same, so the error shows only when one asks where the orbitals sit. For allyl it would put the non-bonding orbital on the central atom.

The condition $\beta\neq0$ is also needed for the count. At $\beta=0$ every orbital has energy $\alpha$, and the formula fails whenever $B\neq0$.

### What the Lean statements say

The letters `m` and `n` are not numbers but the finite types of starred and unstarred atoms. The numbers $p$ and $q$ are `Fintype.card m` and `Fintype.card n`. An orbital is a function `ψ : m ⊕ n → ℝ`, with $a_i$ = `ψ (Sum.inl i)` and $b_j$ = `ψ (Sum.inr j)`; it need not be normalised.

`huckel α β B` is the matrix $H$ above, and `nonbonding α β B` is its eigenspace at $\alpha$. This space is zero if $\alpha$ is not an eigenvalue. The names `starred m n` and `unstarred m n` stand for spaces of orbitals confined to one kind of atom, not for sets of atoms. The symbol `⊓` is the intersection of subspaces, `⊔` is their sum, and `finrank ℝ` is the dimension.

All the theorems assume `β ≠ 0`:

- `mem_nonbonding_iff` is the zero-sum rule, as an equivalence.
- `nonbonding_splits` says that the two one-sublattice parts together span the non-bonding space and meet only in zero.
- `finrank_starred` and `finrank_unstarred` give the two dimensions, in the form "dimension plus rank equals number of atoms".
- `longuet_higgins` gives the total $p+q-2r$. It is stated in the integers, where subtraction is not cut off at zero.
- `abs_sub_le_finrank` and `abs_sub_eq_finrank_iff` give the bound and its equality case.
- `cyclobutadiene` gives the value two for the square ring.

The matrix `B` is any real matrix, so unequal bonds are included. Different Coulomb energies, overlap and coupling within a sublattice are excluded by the form of `huckel`. The theorems count the orbitals of this model for a given `B`. A change of geometry can change the count: if cyclobutadiene distorts to a rectangle with two unequal couplings of the same sign, $B$ has rank two and no non-bonding orbital is left. Whether non-bonding orbitals hold unpaired electrons is a further question, which depends on the filling and on electron repulsion.

In tight-binding calculations on finite graphene flakes, the same count gives the number of independent orbitals at the on-site energy, as long as all atoms share this energy, overlap is neglected, and electrons do not interact and hop only between sublattices.

```lean
import Mathlib

open Matrix Module

namespace LonguetHigginsRule

noncomputable section

variable {m n : Type*} [Fintype m] [Fintype n] [DecidableEq m] [DecidableEq n]

/-- The Hückel Hamiltonian of an alternant system: every atom has Coulomb energy `α`, and
starred atoms `m` couple only to unstarred atoms `n`, with strengths `β * B i j`. -/
def huckel (α β : ℝ) (B : Matrix m n ℝ) : Matrix (m ⊕ n) (m ⊕ n) ℝ :=
  α • (1 : Matrix (m ⊕ n) (m ⊕ n) ℝ) + β • fromBlocks 0 B Bᵀ 0

/-- The space of non-bonding orbitals: solutions of the Hückel equations at energy `α`. -/
def nonbonding (α β : ℝ) (B : Matrix m n ℝ) : Submodule ℝ (m ⊕ n → ℝ) :=
  End.eigenspace (huckel α β B).mulVecLin α

/-- Orbitals that live on starred atoms only. -/
def starred (m n : Type*) : Submodule ℝ (m ⊕ n → ℝ) where
  carrier := {ψ | ∀ j : n, ψ (Sum.inr j) = 0}
  zero_mem' := fun _ => rfl
  add_mem' := by
    intro a b ha hb j
    rw [Pi.add_apply, ha j, hb j, add_zero]
  smul_mem' := by
    intro c a ha j
    rw [Pi.smul_apply, ha j, smul_zero]

/-- Orbitals that live on unstarred atoms only. -/
def unstarred (m n : Type*) : Submodule ℝ (m ⊕ n → ℝ) where
  carrier := {ψ | ∀ i : m, ψ (Sum.inl i) = 0}
  zero_mem' := fun _ => rfl
  add_mem' := by
    intro a b ha hb i
    rw [Pi.add_apply, ha i, hb i, add_zero]
  smul_mem' := by
    intro c a ha i
    rw [Pi.smul_apply, ha i, smul_zero]

/-- Zero-sum rule: for `β ≠ 0` an orbital is non-bonding exactly when, around every atom, the
coupling-weighted sum of the amplitudes on the other sublattice vanishes. -/
theorem mem_nonbonding_iff {α β : ℝ} (hβ : β ≠ 0) (B : Matrix m n ℝ) (ψ : m ⊕ n → ℝ) :
    ψ ∈ nonbonding α β B ↔ B *ᵥ (ψ ∘ Sum.inr) = 0 ∧ Bᵀ *ᵥ (ψ ∘ Sum.inl) = 0 := by
  -- the Coulomb term cancels the energy, and `β` can be divided out
  rw [nonbonding, End.mem_eigenspace_iff, mulVecLin_apply, huckel, add_mulVec, smul_mulVec,
    smul_mulVec, one_mulVec, add_eq_left, smul_eq_zero, or_iff_right hβ, fromBlocks_mulVec]
  simp only [zero_mulVec, zero_add, add_zero]
  constructor
  · intro h
    exact ⟨funext fun i => congrFun h (Sum.inl i), funext fun j => congrFun h (Sum.inr j)⟩
  · rintro ⟨h1, h2⟩
    rw [h1, h2]
    ext (i | j) <;> rfl

/-- For `β ≠ 0` the non-bonding space is the direct sum of its starred-only and its
unstarred-only parts. -/
theorem nonbonding_splits {α β : ℝ} (hβ : β ≠ 0) (B : Matrix m n ℝ) :
    (nonbonding α β B ⊓ starred m n) ⊔ (nonbonding α β B ⊓ unstarred m n) = nonbonding α β B ∧
    Disjoint (nonbonding α β B ⊓ starred m n) (nonbonding α β B ⊓ unstarred m n) := by
  constructor
  · refine le_antisymm (sup_le inf_le_left inf_le_left) fun ψ hψ => ?_
    obtain ⟨h1, h2⟩ := (mem_nonbonding_iff hβ B ψ).1 hψ
    -- cut the orbital into its two sublattice components
    refine Submodule.mem_sup.2 ⟨Sum.elim (ψ ∘ Sum.inl) 0, Submodule.mem_inf.2 ⟨?_, fun _ => rfl⟩,
      Sum.elim 0 (ψ ∘ Sum.inr), Submodule.mem_inf.2 ⟨?_, fun _ => rfl⟩, ?_⟩
    · rw [mem_nonbonding_iff hβ, Sum.elim_comp_inr, Sum.elim_comp_inl]
      exact ⟨mulVec_zero B, h2⟩
    · rw [mem_nonbonding_iff hβ, Sum.elim_comp_inr, Sum.elim_comp_inl]
      exact ⟨h1, mulVec_zero Bᵀ⟩
    · ext (i | j) <;> simp
  · refine Submodule.disjoint_def.2 fun ψ h1 h2 => ?_
    ext (i | j)
    · exact h2.2 i
    · exact h1.2 j

/-- For `β ≠ 0` the number of independent starred-only non-bonding orbitals, plus the rank of
`B`, is the number of starred atoms. -/
theorem finrank_starred {α β : ℝ} (hβ : β ≠ 0) (B : Matrix m n ℝ) :
    finrank ℝ ↥(nonbonding α β B ⊓ starred m n) + B.rank = Fintype.card m := by
  -- restriction to the starred atoms identifies this space with the kernel of `Bᵀ`
  let e : ↥(nonbonding α β B ⊓ starred m n) ≃ₗ[ℝ] LinearMap.ker Bᵀ.mulVecLin :=
    { toFun := fun ψ => ⟨ψ.1 ∘ Sum.inl, ((mem_nonbonding_iff hβ B ψ.1).1 ψ.2.1).2⟩
      map_add' := fun _ _ => rfl
      map_smul' := fun _ _ => rfl
      invFun := fun φ => ⟨Sum.elim φ.1 0, Submodule.mem_inf.2
        ⟨(mem_nonbonding_iff hβ B _).2 ⟨mulVec_zero B, φ.2⟩, fun _ => rfl⟩⟩
      left_inv := fun ψ => Subtype.ext (funext fun x => by
        cases x with
        | inl i => rfl
        | inr j => exact (ψ.2.2 j).symm)
      right_inv := fun _ => rfl }
  have h := Bᵀ.mulVecLin.finrank_range_add_finrank_ker
  rw [finrank_fintype_fun_eq_card] at h
  have r : finrank ℝ (LinearMap.range Bᵀ.mulVecLin) = B.rank := rank_transpose B
  rw [e.finrank_eq]
  omega

/-- For `β ≠ 0` the number of independent unstarred-only non-bonding orbitals, plus the rank of
`B`, is the number of unstarred atoms. -/
theorem finrank_unstarred {α β : ℝ} (hβ : β ≠ 0) (B : Matrix m n ℝ) :
    finrank ℝ ↥(nonbonding α β B ⊓ unstarred m n) + B.rank = Fintype.card n := by
  -- restriction to the unstarred atoms identifies this space with the kernel of `B`
  let e : ↥(nonbonding α β B ⊓ unstarred m n) ≃ₗ[ℝ] LinearMap.ker B.mulVecLin :=
    { toFun := fun ψ => ⟨ψ.1 ∘ Sum.inr, ((mem_nonbonding_iff hβ B ψ.1).1 ψ.2.1).1⟩
      map_add' := fun _ _ => rfl
      map_smul' := fun _ _ => rfl
      invFun := fun φ => ⟨Sum.elim 0 φ.1, Submodule.mem_inf.2
        ⟨(mem_nonbonding_iff hβ B _).2 ⟨φ.2, mulVec_zero Bᵀ⟩, fun _ => rfl⟩⟩
      left_inv := fun ψ => Subtype.ext (funext fun x => by
        cases x with
        | inl i => exact (ψ.2.2 i).symm
        | inr j => rfl)
      right_inv := fun _ => rfl }
  have h := B.mulVecLin.finrank_range_add_finrank_ker
  rw [finrank_fintype_fun_eq_card] at h
  have r : finrank ℝ (LinearMap.range B.mulVecLin) = B.rank := rfl
  rw [e.finrank_eq]
  omega

/-- Rank count: for `β ≠ 0` an alternant system with `p` starred and `q` unstarred atoms has exactly
`p + q - 2 rank B` independent non-bonding orbitals. -/
theorem longuet_higgins {α β : ℝ} (hβ : β ≠ 0) (B : Matrix m n ℝ) :
    (finrank ℝ (nonbonding α β B) : ℤ) = Fintype.card m + Fintype.card n - 2 * B.rank := by
  obtain ⟨hsup, hdis⟩ := nonbonding_splits (α := α) hβ B
  have h := Submodule.finrank_sup_add_finrank_inf_eq
    (nonbonding α β B ⊓ starred m n) (nonbonding α β B ⊓ unstarred m n)
  rw [hdis.eq_bot, hsup, finrank_bot] at h
  have h1 := finrank_starred (α := α) hβ B
  have h2 := finrank_unstarred (α := α) hβ B
  omega

/-- For `β ≠ 0` there are at least as many independent non-bonding orbitals as the difference
between the numbers of starred and unstarred atoms. -/
theorem abs_sub_le_finrank {α β : ℝ} (hβ : β ≠ 0) (B : Matrix m n ℝ) :
    |(Fintype.card m : ℤ) - Fintype.card n| ≤ finrank ℝ (nonbonding α β B) := by
  have h := longuet_higgins (α := α) hβ B
  have h1 := finrank_starred (α := α) hβ B
  have h2 := finrank_unstarred (α := α) hβ B
  rw [abs_le]
  constructor <;> omega

/-- For `β ≠ 0` the number of independent non-bonding orbitals equals the difference between the
numbers of starred and unstarred atoms exactly when `B` has the largest possible rank. -/
theorem abs_sub_eq_finrank_iff {α β : ℝ} (hβ : β ≠ 0) (B : Matrix m n ℝ) :
    |(Fintype.card m : ℤ) - Fintype.card n| = finrank ℝ (nonbonding α β B) ↔
      B.rank = min (Fintype.card m) (Fintype.card n) := by
  have h := longuet_higgins (α := α) hβ B
  have h1 := finrank_starred (α := α) hβ B
  have h2 := finrank_unstarred (α := α) hβ B
  rcases abs_cases ((Fintype.card m : ℤ) - Fintype.card n) with ⟨h3, h4⟩ | ⟨h3, h4⟩ <;>
    rw [h3] <;> omega

/-- Square cyclobutadiene, with two starred and two unstarred atoms and equal couplings
`β ≠ 0` around the ring, has two independent non-bonding orbitals. -/
theorem cyclobutadiene {α β : ℝ} (hβ : β ≠ 0) :
    finrank ℝ (nonbonding α β (!![1, 1; 1, 1] : Matrix (Fin 2) (Fin 2) ℝ)) = 2 := by
  have h := longuet_higgins (α := α) hβ (!![1, 1; 1, 1] : Matrix (Fin 2) (Fin 2) ℝ)
  -- the coupling matrix is an outer product, so its rank is at most one
  have hle : (!![1, 1; 1, 1] : Matrix (Fin 2) (Fin 2) ℝ).rank ≤ 1 := by
    have e : (!![1, 1; 1, 1] : Matrix (Fin 2) (Fin 2) ℝ)
        = vecMulVec (fun _ => 1) (fun _ => 1) := by
      ext i j
      fin_cases i <;> fin_cases j <;> simp [vecMulVec_apply]
    rw [e]
    exact rank_vecMulVec_le _ _
  -- it does not vanish, so its rank is not zero
  have hne : (!![1, 1; 1, 1] : Matrix (Fin 2) (Fin 2) ℝ).rank ≠ 0 := by
    intro h0
    have hbot := Submodule.finrank_eq_zero.1 h0
    have hm := LinearMap.mem_range_self
      (!![1, 1; 1, 1] : Matrix (Fin 2) (Fin 2) ℝ).mulVecLin (fun _ => 1)
    rw [hbot, Submodule.mem_bot] at hm
    have h1 := congrFun hm 0
    norm_num [mulVec, dotProduct, Fin.sum_univ_succ] at h1
  simp only [Fintype.card_fin] at h
  omega

end

end LonguetHigginsRule
```

```lean
#print axioms LonguetHigginsRule.finrank_unstarred
#print axioms LonguetHigginsRule.abs_sub_le_finrank
#print axioms LonguetHigginsRule.abs_sub_eq_finrank_iff
#print axioms LonguetHigginsRule.cyclobutadiene
```

```
'LonguetHigginsRule.finrank_unstarred' depends on axioms: [propext, Classical.choice, Quot.sound]
'LonguetHigginsRule.abs_sub_le_finrank' depends on axioms: [propext, Classical.choice, Quot.sound]
'LonguetHigginsRule.abs_sub_eq_finrank_iff' depends on axioms: [propext, Classical.choice, Quot.sound]
'LonguetHigginsRule.cyclobutadiene' depends on axioms: [propext, Classical.choice, Quot.sound]
```

### How the Lean proofs match the derivation

In `mem_nonbonding_iff`, the rewrite with `add_eq_left` cancels the Coulomb term against the energy. Next, `smul_eq_zero` and `or_iff_right hβ` divide out $\beta$, and `fromBlocks_mulVec` multiplies out the block matrix. What remains is one vector equation on all atoms, which is read separately on the two sublattices.

`nonbonding_splits` cuts the orbital into `Sum.elim (ψ ∘ Sum.inl) 0` and `Sum.elim 0 (ψ ∘ Sum.inr)`, which are $(a,0)$ and $(0,b)$. The zero-sum rule shows that each is non-bonding. For disjointness, an orbital in both parts is checked to vanish on every atom.

In `finrank_starred`, the linear equivalence `e` restricts a starred-only orbital to its amplitudes $a$, and its inverse extends $a$ by zero. This identifies the space with the kernel of `Bᵀ`. Rank–nullity is `finrank_range_add_finrank_ker`, and `rank_transpose` replaces the rank of `Bᵀ` by that of `B`. `finrank_unstarred` does the same with `B` itself.

`longuet_higgins` uses the dimension formula for a sum of two subspaces. The intersection is zero, so the dimensions add, and `omega` does the integer arithmetic. The bound follows from this total and the two sublattice counts, after `abs_le` splits the absolute value into two inequalities. For the equality case, `abs_cases` treats $p\ge q$ and $p<q$ separately.

For cyclobutadiene, `rank_vecMulVec_le` bounds the rank of the outer product by one. If the rank were zero, $B$ would send every vector to zero, but it sends $(1,1)$ to $(2,2)$. The rank is therefore one, and the general count gives $2+2-2=2$.

### When the two sublattices have different Coulomb energies

A small extension of the argument, given here without a Lean version, treats starred atoms with Coulomb energy $\alpha_s$ and unstarred atoms with $\alpha_u\neq\alpha_s$. At energy $\alpha_s$ the equations become

$$Bb=0,\qquad \beta B^{T}a+(\alpha_u-\alpha_s)\,b=0 .$$

Applying $B$ to the second equation gives $BB^{T}a=0$. Hence $|B^{T}a|^2=a^{T}BB^{T}a=0$, so $B^{T}a=0$, and then $b=0$. There are $p-r$ independent orbitals at $\alpha_s$, all on starred atoms, and by the same reasoning $q-r$ at $\alpha_u$, all on unstarred atoms. The two families that share one energy in the hydrocarbon are now separated.
